# For a positive definite matrix A, the number ⟨b, A⁻¹b⟩ is real

The lemma `inverse_expectation_im` says that ⟨b, A⁻¹b⟩ has zero imaginary part for every positive definite complex matrix A of finite size and every complex vector b. In physical terms, A is a positive definite Hermitian operator on a finite-dimensional space, and the number is the unnormalised expectation value of its inverse in b; for nonzero b, the normalised value is this number divided by ⟨b, b⟩. The proof sets x = A⁻¹b, so that Ax = b, and uses the Hermiticity of A to show that ⟨b, x⟩ = ⟨x, b⟩. Since ⟨x, b⟩ = ⟨x, Ax⟩, positivity makes it a nonnegative complex number, and so its imaginary part is zero.

Lean 4 with Mathlib refuses this proof:

```lean
import Mathlib

open Matrix
open scoped ComplexOrder

namespace HylleraasNonorthogonal

noncomputable section

variable {n m : Type*} [Fintype n] [Fintype m]

/-- A matrix moves across the inner product as its adjoint: `⟨B c, v⟩ = ⟨c, B* v⟩`. -/
theorem inner_mulVec_left (B : Matrix n m ℂ) (c : m → ℂ) (v : n → ℂ) :
    star (B *ᵥ c) ⬝ᵥ v = star c ⬝ᵥ Bᴴ *ᵥ v := by
  rw [Matrix.star_mulVec, ← Matrix.dotProduct_mulVec]

/-- A positive definite matrix applied to `A⁻¹ b` returns the source `b`. -/
theorem mulVec_inv_source [DecidableEq n] {A : Matrix n n ℂ} (hA : A.PosDef) (b : n → ℂ) :
    A *ᵥ (A⁻¹ *ᵥ b) = b := by
  have hdet : IsUnit A.det := (Matrix.isUnit_iff_isUnit_det A).1 hA.isUnit
  rw [Matrix.mulVec_mulVec, Matrix.mul_nonsing_inv _ hdet, Matrix.one_mulVec]

/-- For positive definite `A` the number `⟨b, A⁻¹ b⟩` has zero imaginary part. -/
theorem inverse_expectation_im [DecidableEq n] {A : Matrix n n ℂ} (hA : A.PosDef)
    (b : n → ℂ) : (star b ⬝ᵥ A⁻¹ *ᵥ b).im = 0 := by
  have h := inner_mulVec_left A (A⁻¹ *ᵥ b) (A⁻¹ *ᵥ b)
  rw [hA.isHermitian.eq, mulVec_inv_source hA b] at h
  have hp := hA.posSemidef.dotProduct_mulVec_nonneg (A⁻¹ *ᵥ b)
  rw [mulVec_inv_source hA b] at hp
  rw [h, mulVec_inv_source hA b]
  exact (Complex.le_def.1 hp).2.symm

end

end HylleraasNonorthogonal
```

Compiling this gives:

```
Main.lean:30:9: error: Tactic `rewrite` failed: Did not find an occurrence of the pattern
  A *ᵥ A⁻¹ *ᵥ b
in the target expression
  (star (A⁻¹ *ᵥ b) ⬝ᵥ b).im = 0

n : Type u_1
inst✝¹ : Fintype n
inst✝ : DecidableEq n
A : Matrix n n ℂ
hA : A.PosDef
b : n → ℂ
h : star b ⬝ᵥ A⁻¹ *ᵥ b = star (A⁻¹ *ᵥ b) ⬝ᵥ b
hp : 0 ≤ star (A⁻¹ *ᵥ b) ⬝ᵥ b
⊢ (star (A⁻¹ *ᵥ b) ⬝ᵥ b).im = 0
```

What went wrong. The error says that `rw` found no `A *ᵥ A⁻¹ *ᵥ b` in the goal to replace by `b`. That product had already been removed from `h`. When `mulVec_inv_source hA b` was used there, `rw` replaced every occurrence of the product, on both sides of the equation, which left `star b ⬝ᵥ A⁻¹ *ᵥ b = star (A⁻¹ *ᵥ b) ⬝ᵥ b`. Rewriting the goal with `h` therefore gives `(star (A⁻¹ *ᵥ b) ⬝ᵥ b).im = 0`, where `A` no longer acts on `A⁻¹ *ᵥ b`. The second rewrite has nothing to do, and `rw` treats that as an error.

The repair drops this second rewrite and keeps `rw [h]`. The goal is then about the same number that `hp` says is nonnegative. In the order on the complex numbers, `0 ≤ z` includes the equality of the imaginary parts of `0` and `z`, and the last line, which is unchanged, takes that equality from `hp` and turns it round to close the goal.

This version goes through:

```diff
@@ -28,5 +28,5 @@
   have hp := hA.posSemidef.dotProduct_mulVec_nonneg (A⁻¹ *ᵥ b)
   rw [mulVec_inv_source hA b] at hp
-  rw [h, mulVec_inv_source hA b]
+  rw [h]
   exact (Complex.le_def.1 hp).2.symm
 
```
